# A Rayleigh-quotient bound for power iteration on positive semidefinite operators, independent of the spectral gap

Suppose the ground-state energy $E_0$ of a finite Hamiltonian matrix $H$ is sought by repeated multiplication. With a shift $s > E_0$ at or above the top of the spectrum, $A = s - H$ is positive semidefinite, and the ground state belongs to its largest eigenvalue $l = s - E_0$. When an excited state lies above the ground state by much less than $s - E_0$, many applications of $A$ are typically needed to separate the two. The energy is less demanding, because a superposition of these nearly degenerate states already has nearly the right energy.

Let $v$ be a unit eigenvector of $A$ with eigenvalue $l > 0$, and $x$ a unit trial vector with overlap $c = \langle v,x\rangle \neq 0$. For a dimensionless tolerance $0 \le e \le 1$ (often written $\varepsilon$), the Rayleigh quotient $R$ satisfies

$$R(A^k x) \ge \frac{l(1-e)}{1+(1-e)^{2k}/|c|^2}.$$

No gap enters. The bound concerns the energy and does not say that $A^k x$ approaches $v$.

## Operators, energies and moments

The scalars `𝕜` are real or complex, and `E` is an inner product space of any dimension. The inner product is conjugate-linear in its first slot, as in Dirac notation.

In Lean 4 with Mathlib:

```lean
import Mathlib

open RCLike

namespace GapFreePowerIteration

noncomputable section

variable {𝕜 E : Type*} [RCLike 𝕜] [NormedAddCommGroup E] [InnerProductSpace 𝕜 E]
```

The operator is a linear map defined on all of `E`, which leaves out unbounded Hamiltonians with a restricted domain. The Rayleigh quotient is $R(y) = \mathrm{Re}\langle y,Ay\rangle/\|y\|^2$, the expectation value of $A$ in the normalised state $y/\|y\|$. Rescaling the iterate after each multiplication therefore leaves it unchanged.

```lean
/-- The Rayleigh quotient `Re ⟨y, A y⟩ / ‖y‖²` of a nonzero vector `y`. -/
def rayleigh (A : E →ₗ[𝕜] E) (y : E) : ℝ := re (inner 𝕜 y (A y)) / ‖y‖ ^ 2
```

The argument runs through the moments $M_j = \mathrm{Re}\langle x,A^jx\rangle$.

```lean
/-- The `j`-th moment `Re ⟨x, A^j x⟩` of the operator `A` in the state `x`. -/
def moment (A : E →ₗ[𝕜] E) (x : E) (j : ℕ) : ℝ := re (inner 𝕜 x ((A ^ j) x))
```

## Moments are nonnegative

Symmetry, `hA`, means $\langle Au,w\rangle = \langle u,Aw\rangle$. Moving $i$ factors of $A$ to the left gives

$$M_{2i+j} = \mathrm{Re}\langle A^ix, A^j A^ix\rangle.$$

The inner induction `hs` moves the factors one at a time.

```lean
/-- For a symmetric operator, the moment of order `2i + j` in the state `x` is the moment
of order `j` in the iterate `A^i x`. -/
theorem moment_double {A : E →ₗ[𝕜] E} (hA : A.IsSymmetric) (x : E) (i j : ℕ) :
    moment A x (2 * i + j) = re (inner 𝕜 ((A ^ i) x) ((A ^ j) ((A ^ i) x))) := by
  -- powers of a symmetric operator are symmetric
  have hs : ∀ n : ℕ, ∀ u w : E, inner 𝕜 ((A ^ n) u) w = inner 𝕜 u ((A ^ n) w) := by
    intro n
    induction n with
    | zero => intro u w; simp
    | succ n ih =>
      intro u w
      calc inner 𝕜 ((A ^ (n + 1)) u) w = inner 𝕜 ((A ^ n) (A u)) w := by
            rw [pow_succ, Module.End.mul_apply]
        _ = inner 𝕜 (A u) ((A ^ n) w) := ih _ _
        _ = inner 𝕜 u (A ((A ^ n) w)) := hA _ _
        _ = inner 𝕜 u ((A ^ (n + 1)) w) := by rw [pow_succ', Module.End.mul_apply]
  have hp : A ^ (2 * i + j) = A ^ i * (A ^ j * A ^ i) := by
    rw [← pow_add, ← pow_add]
    congr 1
    ring
  rw [moment, hp, Module.End.mul_apply, Module.End.mul_apply, hs i x]
```

Even moments are thus squared norms, $M_{2i} = \|A^ix\|^2$. Odd ones are $M_{2i+1} = \mathrm{Re}\langle A^ix, A\,A^ix\rangle$, nonnegative by positive semidefiniteness, `hpos`.

```lean
/-- All moments of a symmetric positive semidefinite operator are nonnegative. -/
theorem moment_nonneg {A : E →ₗ[𝕜] E} (hA : A.IsSymmetric)
    (hpos : ∀ y, 0 ≤ re (inner 𝕜 y (A y))) (x : E) (j : ℕ) : 0 ≤ moment A x j := by
  obtain ⟨i, h | h⟩ := Nat.even_or_odd' j
  · have h0 := moment_double hA x i 0
    rw [pow_zero, Module.End.one_apply, inner_self_eq_norm_sq, add_zero] at h0
    rw [h, h0]
    positivity
  · rw [h, moment_double hA x i 1, pow_one]
    exact hpos _
```

## Growth above a threshold

Take a real threshold $m \ge 0$. The $j$-th moment in the state $(A-m)x$ is nonnegative too, and expanding it gives

$$M_{j+2} - 2mM_{j+1} + m^2M_j \ge 0.$$

Hence $M_{j+2} - mM_{j+1} \ge m(M_{j+1} - mM_j)$, and by induction

$$M_{j+1} - mM_j \ge m^j(M_1 - mM_0).$$

In the code, `hconv` is the expansion, and `linarith` joins it to the induction hypothesis multiplied by $m$.

```lean
/-- For a symmetric positive semidefinite operator and a threshold `m ≥ 0`, the excess
`M_{j+1} - m M_j` of successive moments is at least `m^j` times the initial excess. -/
theorem moment_growth {A : E →ₗ[𝕜] E} (hA : A.IsSymmetric)
    (hpos : ∀ y, 0 ≤ re (inner 𝕜 y (A y))) (x : E) {m : ℝ} (hm : 0 ≤ m) (j : ℕ) :
    m ^ j * (moment A x 1 - m * moment A x 0) ≤ moment A x (j + 1) - m * moment A x j := by
  induction j with
  | zero => simp
  | succ j ih =>
    -- the `j`-th moment in the state `(A - m) x` is a second difference of moments
    have hconv : moment A (A x - (m : 𝕜) • x) j
        = moment A x (j + 1 + 1) - 2 * m * moment A x (j + 1) + m ^ 2 * moment A x j := by
      have hs : ∀ u w : E, inner 𝕜 (A u) w = inner 𝕜 u (A w) := hA
      have h1 : (A ^ j) (A x) = (A ^ (j + 1)) x := by rw [pow_succ, Module.End.mul_apply]
      have h2 : ∀ i : ℕ, A ((A ^ i) x) = (A ^ (i + 1)) x := by
        intro i
        rw [pow_succ', Module.End.mul_apply]
      simp only [moment, map_sub, map_smul, inner_sub_left, inner_sub_right, inner_smul_left,
        inner_smul_right, RCLike.conj_ofReal, hs, h1, h2, RCLike.re_ofReal_mul]
      ring
    have h := moment_nonneg hA hpos (A x - (m : 𝕜) • x) j
    rw [hconv] at h
    have h2 := mul_le_mul_of_nonneg_left ih hm
    rw [pow_succ]
    linarith
```

## The eigenvector's share

Write $\alpha = \langle v,y\rangle$ and remove this component from $y$. Since $\langle v,Ay\rangle = l\alpha$,

$$0 \le \mathrm{Re}\langle y-\alpha v, A(y-\alpha v)\rangle = \mathrm{Re}\langle y,Ay\rangle - l|\alpha|^2.$$

The identity is `key`.

```lean
/-- For a symmetric positive semidefinite operator with unit eigenvector `v` and eigenvalue `l`, the
quadratic form `Re ⟨y, A y⟩` is at least the contribution `l |⟨v, y⟩|²` of that eigenvector. -/
theorem eigen_contribution_le {A : E →ₗ[𝕜] E} (hA : A.IsSymmetric)
    (hpos : ∀ y, 0 ≤ re (inner 𝕜 y (A y))) {v : E} {l : ℝ} (hv : A v = (l : 𝕜) • v)
    (hv1 : ‖v‖ = 1) (y : E) : l * ‖inner 𝕜 v y‖ ^ 2 ≤ re (inner 𝕜 y (A y)) := by
  have e1 : inner 𝕜 v (A y) = (l : 𝕜) * inner 𝕜 v y := by
    have h : inner 𝕜 (A v) y = inner 𝕜 v (A y) := hA v y
    rw [← h, hv, inner_smul_left, RCLike.conj_ofReal]
  have e2 : inner 𝕜 y v = starRingEnd 𝕜 (inner 𝕜 v y) := (inner_conj_symm y v).symm
  have e3 : inner 𝕜 v v = (1 : 𝕜) := by
    rw [inner_self_eq_norm_sq_to_K, hv1]
    simp
  -- remove the component along `v` and use positivity on the remainder
  have key : inner 𝕜 (y - (inner 𝕜 v y : 𝕜) • v) (A (y - (inner 𝕜 v y : 𝕜) • v))
      = inner 𝕜 y (A y) - ((l * ‖inner 𝕜 v y‖ ^ 2 : ℝ) : 𝕜) := by
    simp only [map_sub, map_smul, hv, inner_sub_left, inner_sub_right, inner_smul_left,
      inner_smul_right, e1, e2, e3]
    push_cast
    linear_combination (-(l : 𝕜)) * RCLike.mul_conj (inner 𝕜 v y : 𝕜)
  have h := hpos (y - (inner 𝕜 v y : 𝕜) • v)
  rw [key, map_sub, RCLike.ofReal_re] at h
  linarith
```

For the iterate, the overlap follows by moving each $A$ onto $v$: $\langle v,A^kx\rangle = l^kc$.

```lean
/-- Each application of a symmetric operator multiplies the overlap with an eigenvector
by its eigenvalue: `⟨v, A^k x⟩ = l^k ⟨v, x⟩`. -/
theorem overlap_pow {A : E →ₗ[𝕜] E} (hA : A.IsSymmetric) {v : E} {l : ℝ}
    (hv : A v = (l : 𝕜) • v) (x : E) (k : ℕ) :
    inner 𝕜 v ((A ^ k) x) = (l : 𝕜) ^ k * inner 𝕜 v x := by
  induction k with
  | zero => simp
  | succ k ih =>
    have h : inner 𝕜 (A v) ((A ^ k) x) = inner 𝕜 v (A ((A ^ k) x)) := hA v _
    rw [pow_succ' A, Module.End.mul_apply, ← h, hv, inner_smul_left, RCLike.conj_ofReal, ih]
    ring
```

## The bound without a gap

Let $y = A^kx$. Its overlap $l^kc$ is nonzero, so $y \ne 0$. Put $N = \mathrm{Re}\langle y,Ay\rangle = M_{2k+1}$, $D = \|y\|^2 = M_{2k}$ and $m = l(1-e)$. As $M_0 = 1$ and $M_1 \ge 0$, the growth inequality gives

$$mD \le N + m^{2k+1}.$$

With $q = (1-e)^{2k}/|c|^2$, the eigenvector's share $N \ge l^{2k+1}|c|^2$ yields

$$Nq \ge l\,m^{2k} \ge m^{2k+1}.$$

So $mD \le N(1+q)$, and division gives $R(y) = N/D \ge m/(1+q)$. The second estimate is `hpay` with `heq` and `hle`; `div_le_div_iff₀` clears the positive denominators.

The theorem does not require $l$ to be the largest eigenvalue.

```lean
/-- Gap-free bound for power iteration: let `A` be symmetric positive semidefinite with unit
eigenvector `v` of eigenvalue `l > 0`, and `x` a unit vector with overlap `c = ⟨v, x⟩ ≠ 0`.
For `0 ≤ e ≤ 1` the iterate `A^k x` is nonzero and its Rayleigh quotient is at least
`l (1 - e) / (1 + (1 - e)^(2k) / |c|²)`. -/
theorem gap_free_bound {A : E →ₗ[𝕜] E} (hA : A.IsSymmetric)
    (hpos : ∀ y, 0 ≤ re (inner 𝕜 y (A y))) {v x : E} {l e : ℝ} (hl : 0 < l)
    (hv : A v = (l : 𝕜) • v) (hv1 : ‖v‖ = 1) (hx : ‖x‖ = 1)
    (hc : (inner 𝕜 v x : 𝕜) ≠ 0) (he0 : 0 ≤ e) (he1 : e ≤ 1) (k : ℕ) :
    (A ^ k) x ≠ 0 ∧
      l * (1 - e) / (1 + (1 - e) ^ (2 * k) / ‖(inner 𝕜 v x : 𝕜)‖ ^ 2)
        ≤ rayleigh A ((A ^ k) x) := by
  have hr : 0 ≤ 1 - e := by linarith
  have hcn : 0 < ‖(inner 𝕜 v x : 𝕜)‖ := norm_pos_iff.mpr hc
  have hy : (A ^ k) x ≠ 0 := by
    intro h
    have h1 := overlap_pow hA hv x k
    rw [h, inner_zero_right] at h1
    exact mul_ne_zero (pow_ne_zero k (RCLike.ofReal_ne_zero.mpr hl.ne')) hc h1.symm
  refine ⟨hy, ?_⟩
  have hN := moment_double hA x k 1
  rw [pow_one] at hN
  have hD := moment_double hA x k 0
  rw [pow_zero, Module.End.one_apply, inner_self_eq_norm_sq, add_zero] at hD
  have hM0 : moment A x 0 = 1 := by
    rw [moment, pow_zero, Module.End.one_apply, inner_self_eq_norm_sq, hx, one_pow]
  have hov := eigen_contribution_le hA hpos hv hv1 ((A ^ k) x)
  rw [overlap_pow hA hv x k, norm_mul, norm_pow, RCLike.norm_ofReal, abs_of_pos hl] at hov
  -- the moments grow at rate `l (1 - e)` up to the defect `(l (1 - e))^(2k+1)`
  have hm : 0 ≤ l * (1 - e) := mul_nonneg hl.le hr
  have hg := moment_growth hA hpos x hm (2 * k)
  rw [hM0, hN, hD] at hg
  have hM1 := mul_nonneg (pow_nonneg hm (2 * k)) (moment_nonneg hA hpos x 1)
  have hq : 0 ≤ (1 - e) ^ (2 * k) / ‖(inner 𝕜 v x : 𝕜)‖ ^ 2 := by positivity
  -- the eigenvector's contribution pays for the defect
  have hpay := mul_le_mul_of_nonneg_right hov hq
  have heq : l * (l ^ k * ‖(inner 𝕜 v x : 𝕜)‖) ^ 2
      * ((1 - e) ^ (2 * k) / ‖(inner 𝕜 v x : 𝕜)‖ ^ 2) = l * (l * (1 - e)) ^ (2 * k) := by
    have hne := hcn.ne'
    rw [mul_pow l (1 - e), mul_pow (l ^ k), ← pow_mul, mul_comm k 2]
    field_simp
  rw [heq] at hpay
  have hle : l * (1 - e) * (l * (1 - e)) ^ (2 * k) ≤ l * (l * (1 - e)) ^ (2 * k) :=
    mul_le_mul_of_nonneg_right (by nlinarith) (pow_nonneg hm _)
  have hyn : 0 < ‖(A ^ k) x‖ ^ 2 := pow_pos (norm_pos_iff.mpr hy) 2
  rw [rayleigh, div_le_div_iff₀ (by linarith) hyn]
  linarith
```

## How many multiplications suffice

Now let $l$ be the top of the spectrum, expressed by `htop` as $\mathrm{Re}\langle y,Ay\rangle \le l\|y\|^2$, so that $R \le l$. Let $e > 0$ and $2ek \ge \log\bigl(1/(e|c|^2)\bigr)$. From $1-e \le \exp(-e)$,

$$(1-e)^{2k} \le \exp(-2ek) \le e|c|^2,$$

hence $q \le e$. Then $(1-2e)(1+q) \le 1-e$, so $R \ge l(1-2e)$ and $|R-l| \le 2el$.

```lean
/-- Iteration count without a gap: let `A` be symmetric positive semidefinite with unit eigenvector
`v` of eigenvalue `l > 0`, let `l` be an upper bound of the quadratic form of `A` on unit vectors,
and let `x` be a unit vector with overlap `c = ⟨v, x⟩ ≠ 0`. If `0 < e ≤ 1` and
`2 e k ≥ log (1 / (e |c|²))`, then the Rayleigh quotient of `A^k x` differs from `l` by at most
`2 e l`. -/
theorem iteration_count {A : E →ₗ[𝕜] E} (hA : A.IsSymmetric)
    (hpos : ∀ y, 0 ≤ re (inner 𝕜 y (A y))) {v x : E} {l e : ℝ} (hl : 0 < l)
    (htop : ∀ y, re (inner 𝕜 y (A y)) ≤ l * ‖y‖ ^ 2)
    (hv : A v = (l : 𝕜) • v) (hv1 : ‖v‖ = 1) (hx : ‖x‖ = 1)
    (hc : (inner 𝕜 v x : 𝕜) ≠ 0) (he0 : 0 < e) (he1 : e ≤ 1) (k : ℕ)
    (hk : Real.log (1 / (e * ‖(inner 𝕜 v x : 𝕜)‖ ^ 2)) ≤ 2 * e * k) :
    |rayleigh A ((A ^ k) x) - l| ≤ 2 * e * l := by
  obtain ⟨hy, hb⟩ := gap_free_bound hA hpos hl hv hv1 hx hc he0.le he1 k
  have hc2 : 0 < ‖(inner 𝕜 v x : 𝕜)‖ ^ 2 := pow_pos (norm_pos_iff.mpr hc) 2
  have hr : 0 ≤ 1 - e := by linarith
  have hup : rayleigh A ((A ^ k) x) ≤ l :=
    (div_le_iff₀ (pow_pos (norm_pos_iff.mpr hy) 2)).mpr (htop _)
  -- `(1 - e)^(2k) ≤ exp (-2 e k) ≤ e |c|²`
  have h1 : 1 - e ≤ Real.exp (-e) := by linarith [Real.add_one_le_exp (-e)]
  have h2 : (1 - e) ^ (2 * k) ≤ e * ‖(inner 𝕜 v x : 𝕜)‖ ^ 2 := by
    rw [one_div, Real.log_inv] at hk
    calc (1 - e) ^ (2 * k) ≤ Real.exp (-e) ^ (2 * k) := pow_le_pow_left₀ hr h1 _
      _ = Real.exp (-(2 * e * k)) := by
          rw [← Real.exp_nat_mul]
          congr 1
          push_cast
          ring
      _ ≤ Real.exp (Real.log (e * ‖(inner 𝕜 v x : 𝕜)‖ ^ 2)) :=
          Real.exp_le_exp.mpr (by linarith)
      _ = e * ‖(inner 𝕜 v x : 𝕜)‖ ^ 2 := Real.exp_log (mul_pos he0 hc2)
  have hq1 : (1 - e) ^ (2 * k) / ‖(inner 𝕜 v x : 𝕜)‖ ^ 2 ≤ e := (div_le_iff₀ hc2).mpr h2
  have hq0 : 0 ≤ (1 - e) ^ (2 * k) / ‖(inner 𝕜 v x : 𝕜)‖ ^ 2 := by positivity
  have hlow : l * (1 - 2 * e)
      ≤ l * (1 - e) / (1 + (1 - e) ^ (2 * k) / ‖(inner 𝕜 v x : 𝕜)‖ ^ 2) := by
    rw [le_div_iff₀ (by linarith), mul_assoc]
    exact mul_le_mul_of_nonneg_left (by nlinarith [mul_nonneg he0.le hq0]) hl.le
  rw [abs_le]
  constructor
  · linarith
  · linarith [mul_pos he0 hl]

end

end GapFreePowerIteration
```

```lean
#print axioms GapFreePowerIteration.gap_free_bound
#print axioms GapFreePowerIteration.iteration_count
```

```
'GapFreePowerIteration.gap_free_bound' depends on axioms: [propext, Classical.choice, Quot.sound]
'GapFreePowerIteration.iteration_count' depends on axioms: [propext, Classical.choice, Quot.sound]
```

## The count in a ground-state calculation

Starting from $y = x$, each step replaces the current vector $y$ by $sy - Hy$ and normalises it; the energy estimate is $s - R$, with error at most $2e(s-E_0)$. For $s - E_0 = 10$ in some energy unit, a target error of $0.01$ means $e = 0.0005$. With $|c|^2 = 0.5$ the condition reads $k \ge \log(4000)/0.001 \approx 8294.05$, so 8295 multiplications suffice however close the first excited state lies. Fixing the count in advance takes a lower bound on $|c|^2$ and an upper bound on $s - E_0$, since the exact values are usually unknown. Rounding in a computer run is not covered: the theorems take every multiplication by $A$ as exact.
